# A one-cell dipole element of continuous periodic functions is boundary-independent only if $\overline{u}v$ vanishes

## Position on a line, states on a ring

The functions $u$ and $v$ repeat with the cell length $L$, but the position $x$ does not. A matrix element of $x$ over one cell therefore needs a choice of where the cell begins. Here $x$ is the ordinary coordinate on the real line, and the left boundary $a$ is kept as a variable:

$$D(a)=\int_a^{a+L} x\,p(x)\,dx,\qquad p(x)=\overline{u(x)}\,v(x).$$

The question is when $D$ is the same for every $a$. It arises in electronic structure calculations when $x$ is inserted directly between cell-periodic orbitals; the model treats one dimension and plain functions, without PAW augmentation terms.

## The rate of change

Let $u$ and $v$ be continuous and $L$-periodic, so that $p$ is too. With $F(s)=\int_0^s x\,p(x)\,dx$ we have $D(a)=F(a+L)-F(a)$, and the fundamental theorem of calculus gives

$$D'(a)=(a+L)\,p(a+L)-a\,p(a)=L\,p(a).$$

Let $L>0$. If $D$ is constant, then $L\,p(a)=0$ for every $a$, so $p$ vanishes everywhere. Conversely, if $p=0$ everywhere, then $D$ is constant, with the value zero. For $u=v$ the condition reads $|u|^2=0$, so no nonzero state has a boundary-independent diagonal element.

## What orthogonality does give

Let $S=\int_0^L p(x)\,dx$ be the overlap. Shifting the integration variable by $L$ gives

$$D(a+L)=\int_a^{a+L}(x+L)\,p(x)\,dx=D(a)+L\,S,$$

because $p$ has the same integral over every cell. Orthogonality, $S=0$, is thus equivalent to invariance under whole-cell shifts of the boundary. Shifts by a fraction of a cell can still change $D$.

Take $u=1$ and $v(x)=e^{kx}$ with $k=2\pi i/L$, and put $w=1/k$. The function $G(x)=(xw-w^2)e^{kx}$ satisfies

$$G'(x)=w\,e^{kx}+(x-w)\,e^{kx}=x\,e^{kx}.$$

Since $e^{k(a+L)}=e^{ka}$,

$$D(a)=G(a+L)-G(a)=Lw\,e^{ka}=\frac{L^2}{2\pi i}\,e^{2\pi i a/L}.$$

This has period $L$ in $a$, so $S=0$, yet its phase turns as the boundary moves. Both functions have squared norm $L$ over a cell; for normalised states the element is $\frac{L}{2\pi i}e^{2\pi i a/L}$.

## The statement in Lean

`pairDensity` is $p$, `cellDipole L u v a` is $D(a)$, and `cellOverlap` is $S$. The complex conjugate falls on the first function, and no charge factor is included. `Function.Periodic u L` says that $u(x+L)=u(x)$ for all $x$; $L$ need not be the shortest period. `HasDerivAt` states that $D$ is differentiable at $a$ and gives the derivative.

The main equivalence, `cellDipole_independent_iff`, compares all pairs of boundaries `a` and `b`. Its hypothesis `0 < L` expresses a physical cell length. At $L=0$ every $D(a)$ is zero whatever $p$ is, so the equivalence needs $L\neq0$.

```lean
import Mathlib

open scoped Real ComplexConjugate

namespace PeriodicCellDipole

noncomputable section

/-- The pair density `conj(u) v` of two wave functions on the line. -/
def pairDensity (u v : ℝ → ℂ) (x : ℝ) : ℂ := conj (u x) * v x

/-- The matrix element of the position `x` between `u` and `v`, integrated over the cell
from `a` to `a + L`. -/
def cellDipole (L : ℝ) (u v : ℝ → ℂ) (a : ℝ) : ℂ :=
  ∫ x in a..(a + L), (x : ℂ) * pairDensity u v x

/-- The overlap of `u` and `v` over the cell from `0` to `L`. -/
def cellOverlap (L : ℝ) (u v : ℝ → ℂ) : ℂ :=
  ∫ x in (0 : ℝ)..L, pairDensity u v x

/-- The plane wave `exp(2πix/L)`, for a cell length `L ≠ 0`. -/
def planeWave (L : ℝ) (x : ℝ) : ℂ := Complex.exp (2 * π * Complex.I / L * x)

variable {L : ℝ} {u v : ℝ → ℂ}

/-- The pair density of two continuous functions is continuous. -/
lemma continuous_pairDensity (hu : Continuous u) (hv : Continuous v) :
    Continuous (pairDensity u v) :=
  (Complex.continuous_conj.comp hu).mul hv

/-- The pair density of two `L`-periodic functions is `L`-periodic. -/
lemma periodic_pairDensity (pu : Function.Periodic u L) (pv : Function.Periodic v L) :
    Function.Periodic (pairDensity u v) L := by
  intro x
  simp only [pairDensity, pu x, pv x]

/-- For continuous `L`-periodic `u` and `v`, the dipole element changes with the cell boundary
`a` at the rate `L conj(u(a)) v(a)`. -/
theorem hasDerivAt_cellDipole (hu : Continuous u) (hv : Continuous v)
    (pu : Function.Periodic u L) (pv : Function.Periodic v L) (a : ℝ) :
    HasDerivAt (cellDipole L u v) (L * (conj (u a) * v a)) a := by
  have hf : Continuous (fun x : ℝ => (x : ℂ) * pairDensity u v x) :=
    Complex.continuous_ofReal.mul (continuous_pairDensity hu hv)
  -- a primitive of the integrand
  have hF : ∀ t : ℝ, HasDerivAt (fun s : ℝ => ∫ x in (0 : ℝ)..s, (x : ℂ) * pairDensity u v x)
      ((t : ℂ) * pairDensity u v t) t := fun t => (hf.integral_hasStrictDerivAt 0 t).hasDerivAt
  have e : cellDipole L u v = fun t : ℝ =>
      (∫ x in (0 : ℝ)..(t + L), (x : ℂ) * pairDensity u v x) -
        ∫ x in (0 : ℝ)..t, (x : ℂ) * pairDensity u v x := by
    funext t
    exact (intervalIntegral.integral_interval_sub_left
      (hf.intervalIntegrable _ _) (hf.intervalIntegrable _ _)).symm
  rw [e]
  refine ((HasDerivAt.comp_add_const a L (hF (a + L))).fun_sub (hF a)).congr_deriv ?_
  -- the two end points carry the same pair density
  rw [periodic_pairDensity pu pv a]
  simp only [pairDensity]
  push_cast
  ring

/-- For continuous `L`-periodic `u` and `v` with `L > 0`, the dipole element is independent of
the cell boundary exactly when `conj(u) v` vanishes everywhere. -/
theorem cellDipole_independent_iff (hL : 0 < L) (hu : Continuous u) (hv : Continuous v)
    (pu : Function.Periodic u L) (pv : Function.Periodic v L) :
    (∀ a b, cellDipole L u v a = cellDipole L u v b) ↔ ∀ x, conj (u x) * v x = 0 := by
  constructor
  · intro h x
    have hc : cellDipole L u v = fun _ => cellDipole L u v 0 := funext fun a => h a 0
    have hd := hasDerivAt_cellDipole hu hv pu pv x
    rw [hc] at hd
    -- a constant function has zero derivative
    have h0 := hd.unique (hasDerivAt_const x _)
    exact (mul_eq_zero.mp h0).resolve_left (Complex.ofReal_ne_zero.mpr hL.ne')
  · intro h a b
    have h' : ∀ x, pairDensity u v x = 0 := h
    simp [cellDipole, h']

/-- For a continuous `L`-periodic `u` with `L > 0`, the diagonal dipole element is independent
of the cell boundary only if `u` is zero everywhere, and then it is. -/
theorem cellDipole_self_independent_iff (hL : 0 < L) (hu : Continuous u)
    (pu : Function.Periodic u L) :
    (∀ a b, cellDipole L u u a = cellDipole L u u b) ↔ ∀ x, u x = 0 := by
  rw [cellDipole_independent_iff hL hu hu pu pu]
  simp only [mul_eq_zero, map_eq_zero, or_self]

/-- For continuous `L`-periodic `u` and `v`, moving the boundary by one whole cell changes the
dipole element by `L` times the overlap. -/
theorem cellDipole_add_cell (hu : Continuous u) (hv : Continuous v)
    (pu : Function.Periodic u L) (pv : Function.Periodic v L) (a : ℝ) :
    cellDipole L u v (a + L) = cellDipole L u v a + L * cellOverlap L u v := by
  have hp := periodic_pairDensity pu pv
  have hc := continuous_pairDensity hu hv
  have hS : ∫ x in a..(a + L), pairDensity u v x = cellOverlap L u v := by
    have h := hp.intervalIntegral_add_eq a 0
    rw [zero_add] at h
    exact h
  have i1 : IntervalIntegrable (fun x : ℝ => (x : ℂ) * pairDensity u v x)
      MeasureTheory.volume a (a + L) :=
    (Complex.continuous_ofReal.mul hc).intervalIntegrable _ _
  have i2 : IntervalIntegrable (fun x : ℝ => (L : ℂ) * pairDensity u v x)
      MeasureTheory.volume a (a + L) := (continuous_const.mul hc).intervalIntegrable _ _
  calc cellDipole L u v (a + L)
      = ∫ x in a..(a + L), ((x + L : ℝ) : ℂ) * pairDensity u v (x + L) :=
        (intervalIntegral.integral_comp_add_right
          (fun x : ℝ => (x : ℂ) * pairDensity u v x) L).symm
    _ = ∫ x in a..(a + L), ((x : ℂ) * pairDensity u v x + L * pairDensity u v x) := by
        refine intervalIntegral.integral_congr (fun x _ => ?_)
        simp only [hp x]
        push_cast
        ring
    _ = cellDipole L u v a + L * cellOverlap L u v := by
        rw [intervalIntegral.integral_add i1 i2, intervalIntegral.integral_const_mul, hS]
        rfl

/-- For continuous `L`-periodic `u` and `v` with `L > 0`, orthogonality over a cell is
equivalent to invariance of the dipole element under shifts of the boundary by a whole cell. -/
theorem cellDipole_add_cell_iff (hL : 0 < L) (hu : Continuous u) (hv : Continuous v)
    (pu : Function.Periodic u L) (pv : Function.Periodic v L) :
    (∀ a, cellDipole L u v (a + L) = cellDipole L u v a) ↔ cellOverlap L u v = 0 := by
  have hLc : (L : ℂ) ≠ 0 := Complex.ofReal_ne_zero.mpr hL.ne'
  simp only [cellDipole_add_cell hu hv pu pv, add_eq_left, mul_eq_zero, hLc, false_or,
    forall_const]

/-- The plane wave `exp(2πix/L)` with `L > 0` is `L`-periodic. -/
lemma periodic_planeWave (hL : 0 < L) : Function.Periodic (planeWave L) L := by
  intro x
  have hLc : (L : ℂ) ≠ 0 := Complex.ofReal_ne_zero.mpr hL.ne'
  unfold planeWave
  rw [Complex.ofReal_add, mul_add, div_mul_cancel₀ _ hLc, Complex.exp_add,
    Complex.exp_two_pi_mul_I, mul_one]

/-- For `L > 0`, the dipole element between the constant function `1` and the plane wave
`exp(2πix/L)` is `L²/(2πi) exp(2πia/L)`, where `a` is the cell boundary. -/
theorem cellDipole_planeWave (hL : 0 < L) (a : ℝ) :
    cellDipole L (fun _ => 1) (planeWave L) a
      = (L : ℂ) ^ 2 / (2 * π * Complex.I) * planeWave L a := by
  have hLc : (L : ℂ) ≠ 0 := Complex.ofReal_ne_zero.mpr hL.ne'
  have hpi : (π : ℂ) ≠ 0 := Complex.ofReal_ne_zero.mpr Real.pi_ne_zero
  have hI := Complex.I_ne_zero
  obtain ⟨k, hk⟩ : ∃ k : ℂ, k = 2 * π * Complex.I / L := ⟨_, rfl⟩
  obtain ⟨w, hw⟩ : ∃ w : ℂ, w = L / (2 * π * Complex.I) := ⟨_, rfl⟩
  have hkw : k * w = 1 := by
    rw [hk, hw]
    field_simp
  have hd : ∀ x : ℝ, HasDerivAt (planeWave L) (planeWave L x * (k * 1)) x := by
    intro x
    rw [hk]
    exact (((hasDerivAt_id' (x : ℂ)).const_mul (2 * π * Complex.I / L)).comp_ofReal).cexp
  -- an explicit primitive, found by integrating by parts
  have hG : ∀ x : ℝ, HasDerivAt (fun y : ℝ => ((y : ℂ) * w - w ^ 2) * planeWave L y)
      ((x : ℂ) * pairDensity (fun _ => 1) (planeWave L) x) x := by
    intro x
    have h1 : HasDerivAt (fun y : ℝ => (y : ℂ) * w - w ^ 2) (1 * w) x :=
      (((hasDerivAt_id' (x : ℂ)).mul_const w).sub_const (w ^ 2)).comp_ofReal
    refine (h1.fun_mul (hd x)).congr_deriv ?_
    simp only [pairDensity, map_one, one_mul]
    linear_combination ((x : ℂ) - w) * planeWave L x * hkw
  have hc : Continuous (planeWave L) :=
    continuous_iff_continuousAt.mpr fun x => (hd x).continuousAt
  have hi := (Complex.continuous_ofReal.mul
    (continuous_pairDensity (u := fun _ => 1) continuous_const hc)).intervalIntegrable
      (μ := MeasureTheory.volume) a (a + L)
  unfold cellDipole
  rw [intervalIntegral.integral_eq_sub_of_hasDerivAt (fun x _ => hG x) hi,
    periodic_planeWave hL a]
  push_cast
  linear_combination (L : ℂ) * planeWave L a * hw

/-- For `L > 0`, the constant function `1` and the plane wave `exp(2πix/L)` are orthogonal over
a cell, yet their dipole element depends on the cell boundary. -/
theorem orthogonality_insufficient (hL : 0 < L) :
    cellOverlap L (fun _ => 1) (planeWave L) = 0 ∧
      ¬ ∀ a b, cellDipole L (fun _ => 1) (planeWave L) a
        = cellDipole L (fun _ => 1) (planeWave L) b := by
  have hc : Continuous (planeWave L) := by
    unfold planeWave
    fun_prop
  have p1 : Function.Periodic (fun _ : ℝ => (1 : ℂ)) L := fun _ => rfl
  have pw := periodic_planeWave hL
  constructor
  · refine (cellDipole_add_cell_iff hL continuous_const hc p1 pw).mp (fun a => ?_)
    rw [cellDipole_planeWave hL, cellDipole_planeWave hL, pw a]
  · intro h
    -- the pair density equals one at the origin
    have h0 := (cellDipole_independent_iff hL continuous_const hc p1 pw).mp h 0
    simp [planeWave] at h0

end

end PeriodicCellDipole
```

```lean
#print axioms PeriodicCellDipole.cellDipole_self_independent_iff
-- 'PeriodicCellDipole.cellDipole_self_independent_iff' depends on axioms: [propext, Classical.choice, Quot.sound]
#print axioms PeriodicCellDipole.orthogonality_insufficient
-- 'PeriodicCellDipole.orthogonality_insufficient' depends on axioms: [propext, Classical.choice, Quot.sound]
```

## From the derivation to the proof

`continuous_pairDensity` and `periodic_pairDensity` pass the two properties from $u$ and $v$ to $p$. In `hasDerivAt_cellDipole`, `hF` is the fundamental theorem for $F$, and `e` writes $D$ as a difference of two values of $F$. Periodicity then equates the densities at the end points, and `ring` proves that the difference of the two end-point terms is $L\,p(a)$.

For the equivalence, `hd.unique` compares this derivative with that of a constant, and the nonzero factor $L$ is removed. The converse is a simplification of the integrand to zero. `cellDipole_self_independent_iff` specialises to $u=v$.

The `calc` block in `cellDipole_add_cell` shifts the variable, expands $(x+L)\,p(x)$ and splits the integral; `hS` moves the overlap to the cell from $0$ to $L$. `cellDipole_add_cell_iff` then cancels $L$.

`periodic_planeWave` uses $e^{2\pi i}=1$. In `cellDipole_planeWave`, `hkw` is $kw=1$ and `hG` verifies the primitive $G$, whose end-point values give the formula. Finally, `orthogonality_insufficient` reads the orthogonality off the periodicity of $D$, without computing the overlap integral. It refutes boundary independence at $x=0$, where $p(0)=1$.
